# For damped oscillator modes, the area under Im ε(w)/w gives the ionic static permittivity, whatever the damping

## Why doesn't a broader line change the area?

To work out how much of a polar crystal's static permittivity comes from its lattice, I describe its infrared response by a constant background plus damped oscillators. For one mode,

\[
\varepsilon(w) = e + \frac{S}{t - w^2 - i g w},
\]

where \(w\) is the angular frequency, \(e\) the background permittivity, \(S\) the strength, \(t\) the squared transverse frequency and \(g\) the damping. I am told that the integral of \(\operatorname{Im}\varepsilon(w)/w\) over all positive frequencies is \(\pi S/(2t)\), with no \(g\) in it.

This bothers me. The weight \(1/w\) favours low frequencies, and damping moves the peak of \(\operatorname{Im}\varepsilon\) towards them. Shouldn't a broad line count for more than a narrow one, at least when the mode is overdamped?

## Damping reshapes Im ε(w) but keeps the area under Im ε(w)/w

It shouldn't: the formula holds for every \(g > 0\), overdamped modes included. The imaginary part of the oscillator term, divided by \(w\), is \(S\,K(w)\) with

\[
K(w) = \frac{g}{(t-w^2)^2 + g^2w^2}.
\]

For heavy damping, \(K\) starts at \(g/t^2\) and falls off over a range of order \(t/g\). The low-frequency weight does get taller, but it also gets narrower. Two substitutions show that the balance is exact.

**First substitution.** Put \(u = (w - t/w)/g\). It increases from \(-\infty\) to \(\infty\) as \(w\) runs over \((0,\infty)\), and

\[
du = \frac{1 + t/w^2}{g}\,dw, \qquad
1+u^2 = \frac{(t-w^2)^2 + g^2w^2}{g^2w^2}.
\]

Dividing one by the other gives \(du/(1+u^2) = (t+w^2)K(w)\,dw\), so

\[
\int_0^\infty (t+w^2)\,K(w)\,dw = \int_{-\infty}^{\infty}\frac{du}{1+u^2} = \pi .
\]

The damping has served only as the unit of \(u\), and it is gone.

**Second substitution.** Let \(I = \int_0^\infty K(w)\,dw\). This is finite, because \(K \le (t+w^2)K/t\). Reflect the frequency axis about the resonance by \(w \mapsto t/w\). The denominator of \(K\) picks up a factor \(t^2/w^4\), so \(K(t/w) = (w^4/t^2)K(w)\), while the Jacobian is \(t/w^2\). Hence

\[
I = \int_0^\infty \frac{w^2}{t}K(w)\,dw
  = \frac1t\int_0^\infty (t+w^2)K(w)\,dw - I = \frac{\pi}{t} - I,
\]

and \(I = \pi/(2t)\). Multiplying by \(S\) gives your formula.

**Several modes.** With finitely many modes \(j\), the contributions add. Since \(\varepsilon(0) - e = \sum_j S_j/t_j\),

\[
\int_0^\infty \frac{\operatorname{Im}\varepsilon(w)}{w}\,dw
= \sum_j \frac{\pi S_j}{2t_j} = \frac{\pi}{2}\bigl(\varepsilon(0)-e\bigr).
\]

If no \(S_j\) is negative, the integrand is nonnegative. A measurement over a limited window then collects at most this total, and so gives a lower bound on \(\varepsilon(0)\) once \(e\) is known.

## What the Lean theorems say about the crystal

In the Lean file below, `permittivity e S t g w` is the complex relative permittivity at real frequency `w`, for one field direction. The modes are labelled by a finite type `ι`, and `S j`, `t j` and `g j` are real numbers. Some letters differ from textbook use:

- `e` is the high-frequency permittivity \(\varepsilon_\infty\), not a charge.
- `t j` is \(\omega_{\mathrm{TO}}^2\), neither a time nor a frequency.
- `S j` has the dimension of a squared frequency; the dimensionless oscillator strength is `S j / t j`.
- `lossKernel` is the function \(K\) above, not the energy-loss function \(-\operatorname{Im}(1/\varepsilon)\).

The sign of the damping term belongs to fields varying as \(\exp(-iw\tau)\), with \(\tau\) the time, so absorption by a mode of positive strength makes \(\operatorname{Im}\varepsilon\) positive.

The hypothesis `ht` says that every mode has a restoring force, and `hg` that every mode loses energy. Allowing \(g_j = 0\) would break the rule: the absorption of a mode with \(S_j \neq 0\) would shrink to a line of zero width, which the integral does not see.

`static_permittivity_sum_rule` states that \(\operatorname{Im}\varepsilon(w)/w\) is integrable over `Ioi 0`, the open half-line \((0,\infty)\), and that the integral is \((\pi/2)(\varepsilon(0)-e)\). The equation is between complex numbers, with the real integral regarded as one. `single_mode_sum_rule` is the formula you quote. Both allow strengths of either sign. `window_bound` assumes nonnegative strengths and treats the window \((a,b]\) with \(a \ge 0\).

The step left to physics is that a real crystal's response has this form, with constant dampings and with electronic absorption replaced by the constant `e`. For a general causal response of an insulator, the corresponding identity is the Kramers–Kronig relation at zero frequency; the argument here relies on the oscillator form and says nothing about other line shapes.

In electronic-structure work, \(\sum_j S_j/t_j\) is the ionic contribution to the static permittivity at fixed strain, obtained from transverse zone-centre phonons and Born effective charges in the harmonic approximation. Within this finite-mode model, broadening the computed spectrum with constant positive dampings leaves that value intact.

```lean
import Mathlib

open MeasureTheory Set

namespace StaticPermittivitySumRule

noncomputable section

/-- Permittivity at real frequency `w` of a crystal with background `e` and infrared modes of
strength `S j`, squared frequency `t j` and damping `g j`. Its domain is the set of `w` at which
no denominator `t j - w² - i g j w` vanishes. -/
def permittivity {ι : Type*} [Fintype ι] (e : ℝ) (S t g : ι → ℝ) (w : ℝ) : ℂ :=
  e + ∑ j, (S j : ℂ) / ((t j : ℂ) - (w : ℂ) ^ 2 - Complex.I * g j * w)

/-- The function `g / ((t - w²)² + (g w)²)`. For `w ≠ 0` it is the imaginary part of the
permittivity of a single mode of unit strength, divided by `w`. Its domain excludes the points where
both `w² = t` and `g w = 0`. -/
def lossKernel (t g w : ℝ) : ℝ := g / ((t - w ^ 2) ^ 2 + (g * w) ^ 2)

/-- For positive dampings and nonzero frequency, `Im eps(w) / w` is the sum of the loss kernels
of the modes, weighted by their strengths. -/
theorem im_permittivity_div {ι : Type*} [Fintype ι] (e : ℝ) (S t g : ι → ℝ)
    (hg : ∀ j, 0 < g j) {w : ℝ} (hw : w ≠ 0) :
    (permittivity e S t g w).im / w = ∑ j, S j * lossKernel (t j) (g j) w := by
  unfold permittivity
  rw [Complex.add_im, Complex.ofReal_im, zero_add, Complex.im_sum, Finset.sum_div]
  refine Finset.sum_congr rfl fun j _ => ?_
  -- real and imaginary part of the denominator
  have hz : (t j : ℂ) - (w : ℂ) ^ 2 - Complex.I * g j * w
      = ⟨t j - w ^ 2, -(g j * w)⟩ := by
    apply Complex.ext <;> simp [pow_two]
  have him : ((S j : ℂ) / ((t j : ℂ) - (w : ℂ) ^ 2 - Complex.I * g j * w)).im
      = S j * (g j * w) / ((t j - w ^ 2) ^ 2 + (g j * w) ^ 2) := by
    rw [hz, Complex.div_im]
    simp only [Complex.ofReal_im, Complex.ofReal_re, Complex.normSq_mk]
    ring
  have h2 : 0 < (g j * w) ^ 2 :=
    (sq_nonneg _).lt_of_ne' (pow_ne_zero 2 (mul_ne_zero (hg j).ne' hw))
  have hD : (t j - w ^ 2) ^ 2 + (g j * w) ^ 2 ≠ 0 := by positivity
  rw [him, lossKernel, div_div, mul_div_assoc', div_eq_div_iff (mul_ne_zero hD hw) hD]
  ring

/-- For a mode with positive squared frequency and damping, the loss kernel weighted by `t + w²`
is integrable over all positive frequencies, with integral `π`. -/
theorem integral_weighted_lossKernel {t g : ℝ} (ht : 0 < t) (hg : 0 < g) :
    IntegrableOn (fun w => (t + w ^ 2) * lossKernel t g w) (Ioi 0) ∧
      ∫ w in Ioi (0 : ℝ), (t + w ^ 2) * lossKernel t g w = Real.pi := by
  -- the substitution u = (w - t / w) / g maps (0, ∞) bijectively onto the real line
  have hder : ∀ w ∈ Ioi (0 : ℝ), HasDerivWithinAt (fun w : ℝ => (w - t / w) / g)
      ((1 + t / w ^ 2) / g) (Ioi 0) w := by
    intro w hw
    have h := ((hasDerivAt_id' w).fun_sub ((hasDerivAt_const w t).fun_div
      (hasDerivAt_id' w) (mem_Ioi.mp hw).ne')).div_const g
    exact (h.congr_deriv (by ring)).hasDerivWithinAt
  have hinj : InjOn (fun w : ℝ => (w - t / w) / g) (Ioi 0) := by
    intro a ha b hb hab
    have ha' : 0 < a := ha
    have hb' : 0 < b := hb
    have h2 : a - t / a = b - t / b := (div_left_inj' hg.ne').mp hab
    have e1 : t / a * a = t := div_mul_cancel₀ t ha'.ne'
    have e2 : t / b * b = t := div_mul_cancel₀ t hb'.ne'
    have h3 : (a - b) * (a * b + t) = 0 := by
      linear_combination (a * b) * h2 + b * e1 - a * e2
    have h4 : 0 < a * b + t := by positivity
    exact sub_eq_zero.mp ((mul_eq_zero.mp h3).resolve_right h4.ne')
  have himg : (fun w : ℝ => (w - t / w) / g) '' Ioi 0 = univ := by
    refine eq_univ_of_forall fun u => ?_
    obtain ⟨r, hr0, hr⟩ : ∃ r : ℝ, 0 ≤ r ∧ r ^ 2 = (g * u) ^ 2 + 4 * t :=
      ⟨_, Real.sqrt_nonneg _, Real.sq_sqrt (by positivity)⟩
    have hpos : 0 < g * u + r := by
      by_contra hn
      nlinarith [mul_nonneg (by linarith : 0 ≤ -(g * u) - r) (by linarith : 0 ≤ r - g * u)]
    obtain ⟨w, hw, hq⟩ : ∃ w : ℝ, 0 < w ∧ w ^ 2 = g * u * w + t :=
      ⟨(g * u + r) / 2, by linarith, by linear_combination hr / 4⟩
    have h1 : t / w = w - g * u := by
      rw [div_eq_iff hw.ne']
      linear_combination -hq
    refine ⟨w, hw, ?_⟩
    show (w - t / w) / g = u
    rw [h1, div_eq_iff hg.ne']
    ring
  have heq : ∀ w ∈ Ioi (0 : ℝ), |(1 + t / w ^ 2) / g| • (1 + ((w - t / w) / g) ^ 2)⁻¹
      = (t + w ^ 2) * lossKernel t g w := by
    intro w hw
    have hw' : 0 < w := hw
    have e1 : 1 + ((w - t / w) / g) ^ 2
        = ((t - w ^ 2) ^ 2 + (g * w) ^ 2) / (g * w) ^ 2 := by
      field_simp
      ring
    have e2 : (1 + t / w ^ 2) / g * (g * w) ^ 2 = (t + w ^ 2) * g := by
      field_simp
      ring
    rw [abs_of_pos (by positivity), smul_eq_mul, e1, inv_div, ← mul_div_assoc, e2,
      mul_div_assoc, lossKernel]
  have hint := integrableOn_image_iff_integrableOn_abs_deriv_smul measurableSet_Ioi hder hinj
    (fun x : ℝ => (1 + x ^ 2)⁻¹)
  have hval := integral_image_eq_integral_abs_deriv_smul measurableSet_Ioi hder hinj
    (fun x : ℝ => (1 + x ^ 2)⁻¹)
  rw [himg] at hint
  rw [himg, setIntegral_univ, integral_univ_inv_one_add_sq] at hval
  exact ⟨(hint.mp integrable_inv_one_add_sq.integrableOn).congr_fun
      (fun w hw => heq w hw) measurableSet_Ioi,
    (setIntegral_congr_fun measurableSet_Ioi fun w hw => (heq w hw).symm).trans hval.symm⟩

/-- For positive squared frequency `t` and damping `g`, the loss kernel is integrable over all
positive frequencies, with integral `π / (2 t)`. -/
theorem integral_lossKernel {t g : ℝ} (ht : 0 < t) (hg : 0 < g) :
    IntegrableOn (fun w => lossKernel t g w) (Ioi 0) ∧
      ∫ w in Ioi (0 : ℝ), lossKernel t g w = Real.pi / (2 * t) := by
  obtain ⟨hC, hCv⟩ := integral_weighted_lossKernel ht hg
  have ht1 : t⁻¹ * t = 1 := inv_mul_cancel₀ ht.ne'
  have hK : IntegrableOn (fun w => lossKernel t g w) (Ioi 0) := by
    refine Integrable.mono' (Integrable.const_mul hC t⁻¹)
      (Measurable.aestronglyMeasurable (by unfold lossKernel; fun_prop))
      (ae_of_all _ fun w => ?_)
    have h0 : 0 ≤ lossKernel t g w := by unfold lossKernel; positivity
    have h1 : t⁻¹ * ((t + w ^ 2) * lossKernel t g w)
        = lossKernel t g w + t⁻¹ * w ^ 2 * lossKernel t g w := by
      linear_combination lossKernel t g w * ht1
    have h2 : 0 ≤ t⁻¹ * w ^ 2 * lossKernel t g w := mul_nonneg (by positivity) h0
    rw [Real.norm_of_nonneg h0, h1]
    linarith
  refine ⟨hK, ?_⟩
  -- reflect the frequency axis about the resonance: w ↦ t / w
  have hder : ∀ w ∈ Ioi (0 : ℝ),
      HasDerivWithinAt (fun w : ℝ => t / w) (-t / w ^ 2) (Ioi 0) w := by
    intro w hw
    have h := (hasDerivAt_const w t).fun_div (hasDerivAt_id' w) (mem_Ioi.mp hw).ne'
    exact (h.congr_deriv (by ring)).hasDerivWithinAt
  have hinj : InjOn (fun w : ℝ => t / w) (Ioi 0) := by
    intro a ha b hb hab
    have h : t / a = t / b := hab
    rw [div_eq_div_iff (mem_Ioi.mp ha).ne' (mem_Ioi.mp hb).ne'] at h
    exact (mul_left_cancel₀ ht.ne' h).symm
  have himg : (fun w : ℝ => t / w) '' Ioi 0 = Ioi 0 := by
    ext u
    constructor
    · rintro ⟨w, hw, rfl⟩
      exact div_pos ht hw
    · intro hu
      have hu0 : u ≠ 0 := (mem_Ioi.mp hu).ne'
      refine ⟨t / u, div_pos ht hu, ?_⟩
      show t / (t / u) = u
      field_simp
  have hcg : ∫ w in Ioi (0 : ℝ), |-t / w ^ 2| • lossKernel t g (t / w)
      = ∫ w in Ioi (0 : ℝ),
        (t⁻¹ * ((t + w ^ 2) * lossKernel t g w) - lossKernel t g w) := by
    refine setIntegral_congr_fun measurableSet_Ioi fun w hw => ?_
    have hw' : 0 < w := hw
    have hD : (t - w ^ 2) ^ 2 + (g * w) ^ 2 ≠ 0 := by positivity
    have e1 : (t - (t / w) ^ 2) ^ 2 + (g * (t / w)) ^ 2
        = t ^ 2 / w ^ 4 * ((t - w ^ 2) ^ 2 + (g * w) ^ 2) := by
      field_simp
      ring
    simp only [lossKernel, smul_eq_mul]
    rw [neg_div, abs_neg, abs_of_pos (by positivity), e1]
    generalize (t - w ^ 2) ^ 2 + (g * w) ^ 2 = D at hD ⊢
    field_simp
    ring
  have hval := integral_image_eq_integral_abs_deriv_smul measurableSet_Ioi hder hinj
    (fun w => lossKernel t g w)
  rw [himg, hcg, integral_sub (Integrable.const_mul hC t⁻¹) hK, integral_const_mul,
    hCv] at hval
  rw [eq_div_iff (by positivity)]
  linear_combination t * hval + Real.pi * ht1

/-- Static permittivity sum rule: for modes with positive squared frequencies and dampings,
`Im eps(w) / w` is integrable over positive frequencies and its integral is
`(π / 2) (eps(0) - e)`. -/
theorem static_permittivity_sum_rule {ι : Type*} [Fintype ι] (e : ℝ) (S t g : ι → ℝ)
    (ht : ∀ j, 0 < t j) (hg : ∀ j, 0 < g j) :
    IntegrableOn (fun w => (permittivity e S t g w).im / w) (Ioi 0) ∧
      ((∫ w in Ioi (0 : ℝ), (permittivity e S t g w).im / w : ℝ) : ℂ)
        = Real.pi / 2 * (permittivity e S t g 0 - e) := by
  have hEq : ∀ w ∈ Ioi (0 : ℝ), (permittivity e S t g w).im / w
      = ∑ j, S j * lossKernel (t j) (g j) w :=
    fun w hw => im_permittivity_div e S t g hg (mem_Ioi.mp hw).ne'
  have hInt : ∀ j ∈ Finset.univ, Integrable (fun w => S j * lossKernel (t j) (g j) w)
      (volume.restrict (Ioi 0)) :=
    fun j _ => Integrable.const_mul (integral_lossKernel (ht j) (hg j)).1 (S j)
  have hsum : IntegrableOn (fun w => ∑ j, S j * lossKernel (t j) (g j) w) (Ioi 0) :=
    MeasureTheory.integrable_finsetSum _ hInt
  refine ⟨hsum.congr_fun (fun w hw => (hEq w hw).symm) measurableSet_Ioi, ?_⟩
  -- integrate mode by mode
  have hv : ∫ w in Ioi (0 : ℝ), (permittivity e S t g w).im / w
      = ∑ j, S j * (Real.pi / (2 * t j)) := by
    rw [setIntegral_congr_fun measurableSet_Ioi hEq, MeasureTheory.integral_finsetSum _ hInt]
    refine Finset.sum_congr rfl fun j _ => ?_
    rw [integral_const_mul, (integral_lossKernel (ht j) (hg j)).2]
  have h0 : permittivity e S t g 0 - e = ∑ j, (S j : ℂ) / t j := by
    simp [permittivity]
  rw [hv, h0, Finset.mul_sum]
  push_cast
  refine Finset.sum_congr rfl fun j _ => ?_
  ring

/-- For a single mode with positive squared frequency `t` and damping `g`, the integral of
`Im eps(w) / w` over positive frequencies is `π S / (2 t)`. -/
theorem single_mode_sum_rule (e S : ℝ) {t g : ℝ} (ht : 0 < t) (hg : 0 < g) :
    ∫ w in Ioi (0 : ℝ),
      ((e : ℂ) + (S : ℂ) / ((t : ℂ) - (w : ℂ) ^ 2 - Complex.I * g * w)).im / w
        = Real.pi * S / (2 * t) := by
  have hEq : ∀ w ∈ Ioi (0 : ℝ),
      ((e : ℂ) + (S : ℂ) / ((t : ℂ) - (w : ℂ) ^ 2 - Complex.I * g * w)).im / w
        = S * lossKernel t g w := by
    intro w hw
    have h := im_permittivity_div (ι := Unit) e (fun _ => S) (fun _ => t) (fun _ => g)
      (fun _ => hg) (mem_Ioi.mp hw).ne'
    simp only [permittivity, Finset.univ_unique, Finset.sum_singleton] at h
    exact h
  rw [setIntegral_congr_fun measurableSet_Ioi hEq, integral_const_mul,
    (integral_lossKernel ht hg).2]
  ring

/-- For modes with nonnegative strengths and positive squared frequencies and dampings, the
integral of `Im eps(w) / w` over a window `(a, b]` with `a ≥ 0` is at most
`(π / 2) (Re eps(0) - e)`. -/
theorem window_bound {ι : Type*} [Fintype ι] (e : ℝ) (S t g : ι → ℝ) (hS : ∀ j, 0 ≤ S j)
    (ht : ∀ j, 0 < t j) (hg : ∀ j, 0 < g j) {a : ℝ} (ha : 0 ≤ a) (b : ℝ) :
    ∫ w in Ioc a b, (permittivity e S t g w).im / w
      ≤ Real.pi / 2 * ((permittivity e S t g 0).re - e) := by
  obtain ⟨hI, hV⟩ := static_permittivity_sum_rule e S t g ht hg
  have hr := congrArg Complex.re hV
  rw [show (Real.pi : ℂ) / 2 = ((Real.pi / 2 : ℝ) : ℂ) by simp, Complex.ofReal_re,
    Complex.re_ofReal_mul, Complex.sub_re, Complex.ofReal_re] at hr
  rw [← hr]
  have hsub : Ioc a b ⊆ Ioi (0 : ℝ) := fun w hw => lt_of_le_of_lt ha hw.1
  -- the absorption is nonnegative, so a smaller window collects less
  refine setIntegral_mono_set hI ?_ hsub.eventuallyLE
  refine (ae_restrict_iff' measurableSet_Ioi).mpr (ae_of_all _ fun w hw => ?_)
  show 0 ≤ (permittivity e S t g w).im / w
  rw [im_permittivity_div e S t g hg (mem_Ioi.mp hw).ne']
  refine Finset.sum_nonneg fun j _ => mul_nonneg (hS j) ?_
  have := hg j
  unfold lossKernel
  positivity

end

end StaticPermittivitySumRule
```

```lean
#print axioms StaticPermittivitySumRule.static_permittivity_sum_rule
#print axioms StaticPermittivitySumRule.single_mode_sum_rule
#print axioms StaticPermittivitySumRule.window_bound
```

```
'StaticPermittivitySumRule.static_permittivity_sum_rule' depends on axioms: [propext, Classical.choice, Quot.sound]
'StaticPermittivitySumRule.single_mode_sum_rule' depends on axioms: [propext, Classical.choice, Quot.sound]
'StaticPermittivitySumRule.window_bound' depends on axioms: [propext, Classical.choice, Quot.sound]
```

## The two substitutions in Lean

`im_permittivity_div` takes the imaginary part mode by mode. It writes each denominator as a complex number with explicit real and imaginary parts and applies `Complex.div_im`. Positive damping and nonzero frequency keep the denominator away from zero.

`integral_weighted_lossKernel` is the first substitution. The proof uses three facts about \(u(w)\). Mathlib's change-of-variables theorem asks for the first two, and the third identifies the image as the whole real line:

- `hder` gives the derivative.
- `hinj` gives injectivity: if \(a\) and \(b\) have the same image, then \((a-b)(ab+t)=0\), and the second factor is positive.
- `himg` shows that every real \(u\) is reached, by taking the positive root of \(w^2 = guw + t\).

The identity \(du/(1+u^2) = (t+w^2)K\,dw\) is `heq`. The known integral of \(1/(1+x^2)\) then supplies \(\pi\), and its integrability carries over too.

`integral_lossKernel` first proves that \(K\) is integrable, using the bound \(K \le (t+w^2)K/t\) through `Integrable.mono'`. This has to come first, because the reflection argument subtracts \(I\). The second set of `hder`, `hinj` and `himg` shows that \(w \mapsto t/w\) maps the half-line bijectively onto itself, and `hcg` rewrites the reflected integrand as \((t+w^2)K/t - K\). The final `linear_combination` solves \(I = \pi/t - I\).

The sum rule follows by integrating the finite sum term by term and evaluating the permittivity at zero frequency. The single-mode theorem takes `Unit`, a type with one element, as the set of modes. For `window_bound`, `setIntegral_mono_set` compares the window with the whole half-line, using that the integrand is nonnegative there.
